# A nonuniform Fourier sum from K scaled DFTs: a Taylor error bound for points near a grid

## Sources that sit slightly off the grid

Take charges on a line with periodic boundary conditions, one near each point of a regular grid but none exactly on it. Their structure factor at an integer wavenumber $k$ is a sum of phase factors, one per charge and weighted by that charge. The same sum arises when a signal is sampled at regular times with some jitter.

If the charges sat on the grid, the structure factor would be a discrete Fourier transform (DFT), and a fast Fourier transform (FFT) would deliver all its values in about $N\log N$ operations for $N$ charges. Off the grid, direct summation costs about $N^2$ operations for $N$ wavenumbers. The displacements are small, though, so each phase can be expanded about its grid point. Every order of the expansion is again a DFT, and the question is how many orders are needed.

Sums of this type occur in the reciprocal-space part of Ewald summation; the result below concerns the one-dimensional case with one source assigned to each grid point.

## The bound and its terms

Measure length in units of the period. Source $j$, with $j = 0,\dots,N-1$, has complex strength $x_j$ and position $(j+d_j)/N$, where the real number $d_j$ is its offset in units of the grid spacing. The wanted quantity is

$$F(k)=\sum_j x_j\,e^{-2\pi i k(j+d_j)/N}.$$

Its approximation by $K$ DFTs is

$$F_K(k)=\sum_{m=0}^{K-1}\frac{(-2\pi i k/N)^m}{m!}\;\sum_j \left(x_j d_j^m\right)e^{-2\pi i kj/N}.$$

If $|d_j|\le 1/2$ for all $j$ and $|k|\le N/2$, then

$$|F(k)-F_K(k)|\le\frac{(\pi/2)^K}{K!}\sum_j|x_j|.$$

This is the theorem `nufft_error_le`. In Lean, the index $j$ has type `Fin N`, the strengths are `x : Fin N → ℂ`, the offsets are `d : Fin N → ℝ`, and the wavenumber is `k : ℤ`. The sums $F$ and $F_K$ are `nonuniformSum x d k` and `taylorNUFFT K x d k`. The function `dft` has a minus sign in the exponent and no normalising factor.

The hypothesis `hd` says that each source lies within half a spacing of its own grid point. The hypothesis `hk` restricts $k$ to the usual band of a grid with $N$ points. The division in `N / 2` is that of real numbers, so for odd $N$ the largest allowed $|k|$ is $(N-1)/2$. The number of terms `K` is any natural number. For $K=0$ the approximation is zero and the bound is the trivial $\sum_j|x_j|$.

A second theorem, `nufft_double_precision`, sets $K=22$ and obtains an error of at most $2^{-53}\sum_j|x_j|$. The name refers to the size of that number, the unit roundoff of double precision.

An FFT returns only $N$ values, usually for $k=0,\dots,N-1$. The theorem `dft_periodic` states that the DFT is unchanged under $k\to k+N$, so values at negative $k$ can be read from that output. The prefactors $(-2\pi i k/N)^m$ with $m\ge1$ are not periodic in $k$ and must be formed with the actual $k$.

## From one phase factor to the whole sum

**Splitting the phase.** Write $\theta_j=-2\pi k d_j/N$ for the phase due to the offset. Then

$$e^{-2\pi i k(j+d_j)/N}=e^{-2\pi i kj/N}\,e^{i\theta_j}.$$

Let $R_K(z)=e^z-\sum_{m=0}^{K-1}z^m/m!$ be what remains of the exponential after $K$ Taylor terms. Since $(i\theta_j)^m=(-2\pi i k/N)^m d_j^m$, the Taylor terms, multiplied by $x_j e^{-2\pi i kj/N}$ and summed over $j$, give

$$\sum_j x_j e^{-2\pi i kj/N}\sum_{m=0}^{K-1}\frac{(-2\pi i k/N)^m d_j^m}{m!}=F_K(k)$$

once the two finite sums are exchanged. The error is therefore known exactly:

$$F(k)-F_K(k)=\sum_j x_j\,e^{-2\pi i kj/N}\,R_K(i\theta_j).$$

**Bounding the remainder.** Differentiating term by term gives $R_{K+1}'=R_K$, and $R_{K+1}(0)=0$. The claim is that, for real $\theta$ and $t\ge 0$,

$$|R_K(it\theta)|\le \frac{t^K|\theta|^K}{K!}.$$

For $K=0$ the left side is $|e^{it\theta}|=1$. If the claim holds for $K$, then

$$|R_{K+1}(it\theta)|=\left|\int_0^t i\theta\,R_K(is\theta)\,ds\right|\le\int_0^t\frac{s^K|\theta|^{K+1}}{K!}\,ds=\frac{t^{K+1}|\theta|^{K+1}}{(K+1)!}.$$

At $t=1$ this is $|R_K(i\theta)|\le|\theta|^K/K!$. The usual estimate of the tail of the series by absolute values has an additional factor $e^{|\theta|}$. It is absent here because the exponential of an imaginary number has modulus one.

**Bounding the phase.** The two hypotheses give

$$|\theta_j|=\frac{2\pi|k||d_j|}{N}\le\frac{2\pi}{N}\cdot\frac N2\cdot\frac12=\frac{\pi}{2}.$$

At the edge of the band, half a grid spacing is a quarter of a wavelength.

**Adding up.** The grid phases have modulus one, so the triangle inequality yields

$$|F(k)-F_K(k)|\le\sum_j|x_j|\frac{|\theta_j|^K}{K!}\le\frac{(\pi/2)^K}{K!}\sum_j|x_j|.$$

**Numbers.** The factor $(\pi/2)^K/K!$ is about $1.57$ at $K=1$, first drops below one at $K=3$, and is about $2.5\times10^{-5}$ at $K=10$. At $K=22$ it is about $1.8\times10^{-17}$, below $2^{-53}\approx1.1\times10^{-16}$.

## What the bound leaves to the user

The error is measured against $\sum_j|x_j|$ and not against $|F(k)|$. When the contributions nearly cancel, the relative error of $F(k)$ may be much larger than the factor suggests. For $K\ge1$ the bound is pessimistic at small $|k|$: since $|\theta_j|\le\pi|k|/N$, the same argument allows $\pi/2$ to be replaced by $\pi|k|/N$.

Each grid point carries exactly one source. A disordered fluid would put several particles near some grid points and none near others, which this indexing by `Fin N` doesn't describe.

The step from the theorem to a running program is rounding: the sums here are exact complex numbers, whereas an FFT code adds its own floating-point error to the truncation error bounded above. The operation counts quoted at the start are likewise background and no part of the theorems.

## The Lean file

```lean
import Mathlib

open Complex
open scoped Real

namespace TaylorNonuniformFFT

noncomputable section

/-- The discrete Fourier transform of `N ≥ 1` samples at integer frequency `k`. -/
def dft {N : ℕ} (y : Fin N → ℂ) (k : ℤ) : ℂ :=
  ∑ j, y j * exp (-2 * (π : ℂ) * I * (k : ℂ) * ((j : ℕ) : ℂ) / (N : ℂ))

/-- The nonuniform Fourier sum of strengths `x j` placed at the points `(j + d j) / N`,
for `N ≥ 1`. -/
def nonuniformSum {N : ℕ} (x : Fin N → ℂ) (d : Fin N → ℝ) (k : ℤ) : ℂ :=
  ∑ j, x j * exp (-2 * (π : ℂ) * I * (k : ℂ) * (((j : ℕ) : ℂ) + (d j : ℂ)) / (N : ℂ))

/-- The Taylor approximation by `K` scaled DFTs, for `N ≥ 1`: the `m`-th DFT acts on the
strengths weighted by the `m`-th power of the offsets. -/
def taylorNUFFT {N : ℕ} (K : ℕ) (x : Fin N → ℂ) (d : Fin N → ℝ) (k : ℤ) : ℂ :=
  ∑ m ∈ Finset.range K, (-2 * (π : ℂ) * I * (k : ℂ) / (N : ℂ)) ^ m / (m.factorial : ℂ) *
    dft (fun j => x j * (d j : ℂ) ^ m) k

/-- The phase angle due to an offset `δ` from a grid point, in units of the grid spacing,
for `N ≥ 1`. -/
def offsetPhase (N : ℕ) (k : ℤ) (δ : ℝ) : ℝ := -2 * π * (k : ℝ) * δ / (N : ℝ)

/-- What is left of the exponential after its first `K` Taylor terms are removed. -/
def expRemainder (K : ℕ) (z : ℂ) : ℂ :=
  exp z - ∑ m ∈ Finset.range K, z ^ m / (m.factorial : ℂ)

/-- The DFT on `N` points is periodic in frequency with period `N`. -/
theorem dft_periodic {N : ℕ} (y : Fin N → ℂ) (k : ℤ) : dft y (k + N) = dft y k := by
  unfold dft
  refine Finset.sum_congr rfl fun j _ => ?_
  have hN : (N : ℂ) ≠ 0 := by
    have := j.isLt
    exact Nat.cast_ne_zero.mpr (by omega)
  congr 1
  -- the two exponents differ by an integer multiple of 2πi
  refine exp_eq_exp_iff_exists_int.mpr ⟨-((j : ℕ) : ℤ), ?_⟩
  push_cast
  linear_combination (-2 * (π : ℂ) * I * ((j : ℕ) : ℂ)) * (mul_inv_cancel₀ hN)

/-- Removing one more Taylor term lowers the remainder by that term. -/
theorem expRemainder_succ (K : ℕ) (z : ℂ) :
    expRemainder (K + 1) z = expRemainder K z - z ^ K / (K.factorial : ℂ) := by
  simp only [expRemainder, Finset.sum_range_succ]
  ring

/-- The derivative of a Taylor remainder of the exponential is the remainder of one order
lower. -/
theorem hasDerivAt_expRemainder (K : ℕ) (z : ℂ) :
    HasDerivAt (expRemainder (K + 1)) (expRemainder K z) z := by
  induction K with
  | zero =>
    have hf : expRemainder (0 + 1) = fun z => exp z - 1 := by
      funext z
      simp [expRemainder]
    rw [hf]
    exact ((Complex.hasDerivAt_exp z).sub_const 1).congr_deriv (by simp [expRemainder])
  | succ K ih =>
    have hf : expRemainder (K + 1 + 1) =
        fun z => expRemainder (K + 1) z - z ^ (K + 1) / ((K + 1).factorial : ℂ) :=
      funext fun z => expRemainder_succ (K + 1) z
    have e : (((K + 1 : ℕ) : ℂ) * z ^ (K + 1 - 1)) / ((K + 1).factorial : ℂ)
        = z ^ K / (K.factorial : ℂ) := by
      rw [Nat.factorial_succ, Nat.add_sub_cancel, Nat.cast_mul]
      exact mul_div_mul_left _ _ (Nat.cast_ne_zero.mpr (Nat.succ_ne_zero K))
    rw [hf]
    refine (ih.fun_sub ((hasDerivAt_pow (K + 1) z).div_const _)).congr_deriv ?_
    rw [expRemainder_succ K z]
    linear_combination -e

/-- For a pure phase `exp (iθ)`, the error of `K` Taylor terms is at most `|θ|^K / K!`. -/
theorem norm_expRemainder_le (K : ℕ) (θ : ℝ) :
    ‖expRemainder K ((θ : ℂ) * I)‖ ≤ |θ| ^ K / (K.factorial : ℝ) := by
  have hw : ‖(θ : ℂ) * I‖ = |θ| := by simp
  -- follow the remainder along the segment from 0 to iθ
  have key : ∀ K : ℕ, ∀ t : ℝ, 0 ≤ t →
      ‖expRemainder K ((t : ℂ) * ((θ : ℂ) * I))‖ ≤ t ^ K * (|θ| ^ K / (K.factorial : ℝ)) := by
    intro K
    induction K with
    | zero =>
      intro t _
      have h := norm_exp_ofReal_mul_I (t * θ)
      rw [ofReal_mul, mul_assoc] at h
      simp [expRemainder, h]
    | succ K ih =>
      intro t ht
      have hder : ∀ s : ℝ, HasDerivAt
          (fun s : ℝ => expRemainder (K + 1) ((s : ℂ) * ((θ : ℂ) * I)))
          (expRemainder K ((s : ℂ) * ((θ : ℂ) * I)) * ((θ : ℂ) * I)) s := by
        intro s
        have hi : HasDerivAt (fun s : ℝ => (s : ℂ) * ((θ : ℂ) * I)) ((θ : ℂ) * I) s :=
          ((hasDerivAt_id s).ofReal_comp.mul_const ((θ : ℂ) * I)).congr_deriv (by simp)
        exact HasDerivAt.comp s (hasDerivAt_expRemainder K _) hi
      refine image_norm_le_of_norm_deriv_right_le_deriv_boundary (a := 0) (b := t)
        (f := fun s : ℝ => expRemainder (K + 1) ((s : ℂ) * ((θ : ℂ) * I)))
        (B := fun s : ℝ => s ^ (K + 1) * (|θ| ^ (K + 1) / ((K + 1).factorial : ℝ)))
        (fun s _ => (hder s).continuousAt.continuousWithinAt)
        (fun s _ => (hder s).hasDerivWithinAt) ?_
        (fun s => (hasDerivAt_pow (K + 1) s).mul_const _) ?_ ⟨ht, le_rfl⟩
      · simp [expRemainder, Finset.sum_range_succ']
      · intro s hs
        rw [norm_mul, hw]
        refine (mul_le_mul_of_nonneg_right (ih s hs.1) (abs_nonneg θ)).trans (le_of_eq ?_)
        rw [Nat.factorial_succ, Nat.add_sub_cancel]
        push_cast
        field_simp
        ring
  simpa using key K 1 zero_le_one

/-- The error of the Taylor approximation is exactly the sum over sources of strength times
grid phase times the Taylor remainder of the offset phase factor. -/
theorem nufft_error_eq {N : ℕ} (K : ℕ) (x : Fin N → ℂ) (d : Fin N → ℝ) (k : ℤ) :
    nonuniformSum x d k - taylorNUFFT K x d k =
      ∑ j, x j * exp (((offsetPhase N k (j : ℕ) : ℝ) : ℂ) * I) *
        expRemainder K (((offsetPhase N k (d j) : ℝ) : ℂ) * I) := by
  have hz : ∀ δ : ℝ, ((offsetPhase N k δ : ℝ) : ℂ) * I =
      -2 * (π : ℂ) * I * (k : ℂ) / (N : ℂ) * (δ : ℂ) := by
    intro δ
    unfold offsetPhase
    push_cast
    ring
  unfold nonuniformSum taylorNUFFT dft
  simp_rw [Finset.mul_sum]
  -- collect the K transforms source by source
  rw [Finset.sum_comm, ← Finset.sum_sub_distrib]
  refine Finset.sum_congr rfl fun j _ => ?_
  rw [expRemainder, mul_sub, Finset.mul_sum]
  congr 1
  · rw [mul_assoc (x j), ← exp_add, hz, hz]
    congr 2
    push_cast
    ring
  · refine Finset.sum_congr rfl fun m _ => ?_
    have hg : -2 * (π : ℂ) * I * (k : ℂ) * ((j : ℕ) : ℂ) / (N : ℂ) =
        ((offsetPhase N k (j : ℕ) : ℝ) : ℂ) * I := by
      rw [hz]
      push_cast
      ring
    rw [hg, hz (d j), mul_pow]
    ring

/-- For `|k| ≤ N/2` and an offset of at most half a grid spacing, the offset phase is at most
`π/2` in size. -/
theorem abs_offsetPhase_le {N : ℕ} (hN : 0 < N) {k : ℤ} {δ : ℝ}
    (hk : |(k : ℝ)| ≤ N / 2) (hδ : |δ| ≤ 1 / 2) : |offsetPhase N k δ| ≤ π / 2 := by
  have hN' : (0 : ℝ) < N := Nat.cast_pos.mpr hN
  have h : |(k : ℝ)| * |δ| ≤ N / 2 * (1 / 2) :=
    mul_le_mul hk hδ (abs_nonneg _) (by positivity)
  have e : |-2 * π * (k : ℝ) * δ| = 2 * π * (|(k : ℝ)| * |δ|) := by
    rw [show -2 * π * (k : ℝ) * δ = -(2 * π * ((k : ℝ) * δ)) by ring, abs_neg, abs_mul,
      abs_mul (k : ℝ), abs_of_pos (show (0 : ℝ) < 2 * π by positivity)]
  rw [offsetPhase, abs_div, abs_of_pos hN', div_le_iff₀ hN', e]
  nlinarith [mul_le_mul_of_nonneg_left h Real.pi_pos.le]

/-- For offsets of at most half a grid spacing and `|k| ≤ N/2`, `K` scaled DFTs reproduce the
nonuniform Fourier sum with error at most `(π/2)^K / K!` times the sum of the `|x j|`. -/
theorem nufft_error_le {N : ℕ} (K : ℕ) (x : Fin N → ℂ) (d : Fin N → ℝ) (k : ℤ)
    (hd : ∀ j, |d j| ≤ 1 / 2) (hk : |(k : ℝ)| ≤ N / 2) :
    ‖nonuniformSum x d k - taylorNUFFT K x d k‖ ≤
      (π / 2) ^ K / (K.factorial : ℝ) * ∑ j, ‖x j‖ := by
  rw [nufft_error_eq, Finset.mul_sum]
  refine (norm_sum_le _ _).trans (Finset.sum_le_sum fun j _ => ?_)
  have hN : 0 < N := lt_of_le_of_lt (Nat.zero_le _) j.isLt
  -- grid phases have modulus one, so only the Taylor remainder matters
  rw [norm_mul, norm_mul, norm_exp_ofReal_mul_I, mul_one, mul_comm]
  refine mul_le_mul_of_nonneg_right ((norm_expRemainder_le K _).trans ?_) (norm_nonneg _)
  have := abs_offsetPhase_le hN hk (hd j)
  gcongr


/-- For offsets of at most half a grid spacing and `|k| ≤ N/2`, 22 scaled DFTs give an error
of at most `2^(-53)` times the sum of the `|x j|`. -/
theorem nufft_double_precision {N : ℕ} (x : Fin N → ℂ) (d : Fin N → ℝ) (k : ℤ)
    (hd : ∀ j, |d j| ≤ 1 / 2) (hk : |(k : ℝ)| ≤ N / 2) :
    ‖nonuniformSum x d k - taylorNUFFT 22 x d k‖ ≤ (1 / 2) ^ 53 * ∑ j, ‖x j‖ := by
  refine (nufft_error_le 22 x d k hd hk).trans
    (mul_le_mul_of_nonneg_right ?_ (Finset.sum_nonneg fun j _ => norm_nonneg _))
  have hpi : π / 2 ≤ 63 / 40 := by linarith [Real.pi_lt_d2]
  have hpow : (π / 2) ^ 22 ≤ (63 / 40 : ℝ) ^ 22 :=
    pow_le_pow_left₀ (by positivity) hpi 22
  rw [div_le_iff₀ (by positivity)]
  refine hpow.trans ?_
  norm_num [Nat.factorial]

end

end TaylorNonuniformFFT
```

```lean
#print axioms TaylorNonuniformFFT.dft_periodic
#print axioms TaylorNonuniformFFT.nufft_error_le
#print axioms TaylorNonuniformFFT.nufft_double_precision
```

```
'TaylorNonuniformFFT.dft_periodic' depends on axioms: [propext, Classical.choice, Quot.sound]
'TaylorNonuniformFFT.nufft_error_le' depends on axioms: [propext, Classical.choice, Quot.sound]
'TaylorNonuniformFFT.nufft_double_precision' depends on axioms: [propext, Classical.choice, Quot.sound]
```

## How the lemmas carry the argument

**Periodicity.** In `dft_periodic` the two exponentials are compared source by source. Their exponents differ by $-2\pi i j$, so the integer supplied to `exp_eq_exp_iff_exists_int` is $-j$. The error bound doesn't use this lemma.

**The remainder and its derivative.** `expRemainder K z` is $R_K(z)$. The lemma `expRemainder_succ` records $R_{K+1}(z)=R_K(z)-z^K/K!$, and `hasDerivAt_expRemainder` proves $R_{K+1}'=R_K$ by induction. The base case is the derivative of $e^z-1$. In the induction step one more monomial is subtracted, and the equation `e` says that its derivative is $z^K/K!$.

**The bound along a segment.** `norm_expRemainder_le` contains the inductive claim above as `key`, with the same parameter $t$. In place of the integral it uses a mean-value inequality, `image_norm_le_of_norm_deriv_right_le_deriv_boundary`: if a function starts no larger in norm than a real function $B$, and its derivative is bounded in norm by $B'$, then it stays below $B$. Here the function is $s\mapsto R_{K+1}(is\theta)$ and

$$B(s)=\frac{s^{K+1}|\theta|^{K+1}}{(K+1)!}.$$

The chain rule in `hder` supplies the derivative $i\theta R_K(is\theta)$, and the induction hypothesis bounds it by $B'(s)$. The last line sets $t=1$.

**The error formula.** `nufft_error_eq` is the exact expression for $F(k)-F_K(k)$. The function `offsetPhase N k δ` is $-2\pi k\delta/N$. With `δ` equal to `d j` it gives $\theta_j$, and with `δ` equal to $j$ it gives the grid phase, so one definition serves both factors. The step `Finset.sum_comm` exchanges the sums over $m$ and $j$. After that the two sides are compared for each source: the exponential part by `exp_add`, the Taylor part term by term in $m$.

**The quarter wavelength.** `abs_offsetPhase_le` multiplies the bounds on $|k|$ and $|\delta|$ and divides by $N$. It requires $N>0$. The main theorem needs no such hypothesis, because the lemma is applied only to a given source $j$, whose existence already implies $N>0$. For $N=0$ the sums over $j$ are empty and the bound reads $0\le0$.

**The main theorem.** `nufft_error_le` rewrites the error by the exact formula and applies the triangle inequality `norm_sum_le`. The lemma `norm_exp_ofReal_mul_I` removes the grid phases, the remainder bound is inserted, and `gcongr` replaces $|\theta_j|^K$ by $(\pi/2)^K$.

**Twenty-two terms.** `nufft_double_precision` uses $\pi<3.15$, hence $\pi/2\le63/40$. What is left is the rational inequality $(63/40)^{22}\le2^{-53}\cdot22!$, which `norm_num` evaluates.
